# The s-wave band bottom of a Wigner–Seitz sphere lies between the minimum and the volume average of a continuous potential

The unit cell is replaced here by a sphere of radius $s>0$, and the bottom of the band by a positive s-wave orbital $\varphi$ with zero slope at the surface. With $V$ the spherical potential, $E$ the energy and $\hbar^2/2m=1$, the orbital satisfies

$$(r^2\varphi')'=r^2(V-E)\varphi,\qquad \varphi'(s)=0 .$$

The differential equation is imposed only for $0<r<s$, while $V$, $\varphi$ and $\varphi'$ are continuous up to both ends. The continuity of $\varphi$ and $\varphi'$ is automatic for a solution that is twice continuously differentiable on $[0,s]$; positivity, the zero slope at $s$ and continuity of $V$ are separate assumptions. The result is

$$\min_{[0,s]}V\;\le\;E\;\le\;\frac{3}{s^3}\int_0^s V(r)\,r^2\,dr .$$

Screened KKR uses a reference crystal of repulsive potentials, whose Green function decays exponentially with distance at energies below its spectrum. In this single-sphere model with a continuous barrier, the averaged barrier is a ceiling on the estimated band bottom, and so on the estimated range of energies below the spectrum. A barrier that is constant inside a muffin-tin sphere and zero outside it, a common choice in screened KKR, has a step and is not covered by the theorems below.

```lean
import Mathlib

open Set

namespace WignerSeitzBandBottom

noncomputable section
```

This loads the mathematical library Mathlib and opens its notation for sets. Below, `Icc 0 s` is the closed interval $[0,s]$ and `Ioo 0 s` the open interval $(0,s)$.

```lean
/-- The volume average of a spherical potential over a sphere of radius `s`. -/
def cellAverage (s : ℝ) (V : ℝ → ℝ) : ℝ :=
  3 / s ^ 3 * ∫ r in (0 : ℝ)..s, V r * r ^ 2
```

For a radial function $f$, `cellAverage s f` is

$$\langle f\rangle=\frac{3}{s^3}\int_0^s f(r)\,r^2\,dr=\frac{1}{4\pi s^3/3}\int_0^s f(r)\,4\pi r^2\,dr ,$$

the ordinary average over the volume of the sphere.

```lean
/-- A positive s-wave orbital `φ` with radial slope `φ'` and energy `E` in the potential `V`,
with zero slope at the Wigner-Seitz radius `s` (units in which `ħ²/2m = 1`). -/
structure BandBottom (s E : ℝ) (V φ φ' : ℝ → ℝ) : Prop where
  radius_pos : 0 < s
  cont_V : ContinuousOn V (Icc 0 s)
  cont_orbital : ContinuousOn φ (Icc 0 s)
  cont_slope : ContinuousOn φ' (Icc 0 s)
  pos : ∀ r ∈ Icc 0 s, 0 < φ r
  slope : ∀ r ∈ Ioo 0 s, HasDerivAt φ (φ' r) r
  radial : ∀ r ∈ Ioo 0 s,
    HasDerivAt (fun x => x ^ 2 * φ' x) (r ^ 2 * (V r - E) * φ r) r
  boundary : φ' s = 0
```

`BandBottom s E V φ φ'` is a proposition that collects the hypotheses. In Lean `φ'` is simply the name of a second function; the field `slope` makes it the derivative of `φ` inside the cell. The field `radial` is the radial equation, written as a statement about the derivative of the flux $r^2\varphi'$.

The field `boundary` stands for the periodic matching of the $k=0$ state between neighbouring cells, carried over to a sphere. Positivity selects the nodeless solution. Continuity of $V$ at $r=0$ excludes a bare Coulomb singularity, and continuity elsewhere excludes a barrier with a sharp step. The orbital and its energy are given data; their existence for an arbitrary $V$ is not derived.

```lean
variable {s E : ℝ} {V φ φ' : ℝ → ℝ}

/-- The integral of `V - E` over the cell, weighted with the orbital, vanishes. -/
theorem orbital_weighted_balance (h : BandBottom s E V φ φ') :
    ∫ r in (0 : ℝ)..s, r ^ 2 * (V r - E) * φ r = 0 := by
  have hc : ContinuousOn (fun r => r ^ 2 * (V r - E) * φ r) (Icc 0 s) :=
    ((continuous_pow 2).continuousOn.mul (h.cont_V.sub continuousOn_const)).mul h.cont_orbital
  have hf : ContinuousOn (fun x => x ^ 2 * φ' x) (Icc 0 s) :=
    (continuous_pow 2).continuousOn.mul h.cont_slope
  -- the flux r²φ' vanishes at the centre and at the cell boundary
  have key := intervalIntegral.integral_eq_sub_of_hasDerivAt_of_le h.radius_pos.le hf
    h.radial (hc.intervalIntegrable_of_Icc h.radius_pos.le)
  rw [key]
  simp [h.boundary]
```

Here `h` is the assumption that all those conditions hold. Integrating the radial equation over the cell gives

$$\int_0^s r^2(V-E)\varphi\,dr=s^2\varphi'(s)-0^2\varphi'(0)=0 .$$

The surface term vanishes by the boundary condition, the central one because of the factor $r^2$. The proof applies a form of the fundamental theorem of calculus that needs continuity on $[0,s]$, the derivative only on $(0,s)$, and an integrable derivative. The lines before `key` supply the continuity.

```lean
/-- The squared logarithmic derivative, with its volume weight, is continuous in the cell. -/
theorem continuousOn_logDeriv_sq (h : BandBottom s E V φ φ') :
    ContinuousOn (fun r => r ^ 2 * (φ' r / φ r) ^ 2) (Icc 0 s) :=
  (continuous_pow 2).continuousOn.mul
    ((h.cont_slope.div h.cont_orbital fun r hr => (h.pos r hr).ne').pow 2)
```

The function $r^2(\varphi'/\varphi)^2$ is continuous on $[0,s]$, since $\varphi$ never vanishes there. It can therefore be integrated.

```lean
/-- The integral of `V - E` over the cell equals that of the squared logarithmic derivative
of the orbital. -/
theorem logDeriv_balance (h : BandBottom s E V φ φ') :
    ∫ r in (0 : ℝ)..s, r ^ 2 * (V r - E) =
      ∫ r in (0 : ℝ)..s, r ^ 2 * (φ' r / φ r) ^ 2 := by
  have hs := h.radius_pos
  have c1 : ContinuousOn (fun r => r ^ 2 * (V r - E)) (Icc 0 s) :=
    (continuous_pow 2).continuousOn.mul (h.cont_V.sub continuousOn_const)
  have i1 := c1.intervalIntegrable_of_Icc (μ := MeasureTheory.volume) hs.le
  have i2 := (continuousOn_logDeriv_sq h).intervalIntegrable_of_Icc
    (μ := MeasureTheory.volume) hs.le
  have hf : ContinuousOn (fun x => x ^ 2 * φ' x / φ x) (Icc 0 s) :=
    ((continuous_pow 2).continuousOn.mul h.cont_slope).div h.cont_orbital
      fun r hr => (h.pos r hr).ne'
  -- Riccati form of the radial equation
  have hd : ∀ r ∈ Ioo 0 s, HasDerivAt (fun x => x ^ 2 * φ' x / φ x)
      (r ^ 2 * (V r - E) - r ^ 2 * (φ' r / φ r) ^ 2) r := by
    intro r hr
    have hφ : φ r ≠ 0 := (h.pos r (Ioo_subset_Icc_self hr)).ne'
    refine ((h.radial r hr).fun_div (h.slope r hr) hφ).congr_deriv ?_
    field_simp
  have key := intervalIntegral.integral_eq_sub_of_hasDerivAt_of_le hs.le hf hd (i1.sub i2)
  rw [intervalIntegral.integral_sub i1 i2] at key
  have hb : s ^ 2 * φ' s / φ s - (0 : ℝ) ^ 2 * φ' 0 / φ 0 = 0 := by simp [h.boundary]
  linarith
```

Dividing the flux by the orbital removes $\varphi$ as a weight. By the quotient rule and the radial equation,

$$\left(\frac{r^2\varphi'}{\varphi}\right)'=\frac{(r^2\varphi')'}{\varphi}-\frac{r^2\varphi'^2}{\varphi^2}=r^2(V-E)-r^2\left(\frac{\varphi'}{\varphi}\right)^2 .$$

The function $r^2\varphi'/\varphi$ vanishes at both ends, so integration gives

$$\int_0^s r^2(V-E)\,dr=\int_0^s r^2\left(\frac{\varphi'}{\varphi}\right)^2dr .$$

In the proof, `hd` is the differentiated identity, with `field_simp` clearing the fractions; `key` is its integral, and `hb` records that the end terms vanish.

```lean
/-- The averaged potential lies above the energy by exactly the cell average of the squared
logarithmic derivative. -/
theorem average_sub_energy (h : BandBottom s E V φ φ') :
    cellAverage s V - E = cellAverage s (fun r => (φ' r / φ r) ^ 2) := by
  have hs := h.radius_pos
  have i1 : IntervalIntegrable (fun r => V r * r ^ 2) MeasureTheory.volume 0 s :=
    (h.cont_V.mul (continuous_pow 2).continuousOn).intervalIntegrable_of_Icc hs.le
  have i2 : IntervalIntegrable (fun r : ℝ => E * r ^ 2) MeasureTheory.volume 0 s :=
    (continuous_const.mul (continuous_pow 2)).intervalIntegrable 0 s
  have e1 : (fun r => r ^ 2 * (V r - E)) = fun r => V r * r ^ 2 - E * r ^ 2 := by
    funext r; ring
  have e2 : (fun r => (φ' r / φ r) ^ 2 * r ^ 2) = fun r => r ^ 2 * (φ' r / φ r) ^ 2 := by
    funext r; ring
  have e3 : ∫ r in (0 : ℝ)..s, r ^ 2 * (V r - E) =
      (∫ r in (0 : ℝ)..s, V r * r ^ 2) - E * (s ^ 3 / 3) := by
    rw [e1, intervalIntegral.integral_sub i1 i2, intervalIntegral.integral_const_mul,
      integral_pow]
    norm_num
  have hs3 : 3 / s ^ 3 * (s ^ 3 / 3) = 1 := by field_simp
  unfold cellAverage
  rw [e2, ← logDeriv_balance h, e3]
  linear_combination E * hs3
```

Since $\int_0^s r^2\,dr=s^3/3$, the left side of the previous identity is $\int_0^s Vr^2\,dr-Es^3/3$. Multiplying by $3/s^3$ gives an exact formula for the gap:

$$\langle V\rangle-E=\left\langle\left(\frac{\varphi'}{\varphi}\right)^2\right\rangle .$$

The step `e3` splits the integral, and `linear_combination` does the final algebra.

```lean
/-- The band-bottom energy lies between the minimum of the potential in the cell and its
volume average. -/
theorem band_bottom_bounds (h : BandBottom s E V φ φ') :
    (∃ r₀ ∈ Icc 0 s, (∀ r ∈ Icc 0 s, V r₀ ≤ V r) ∧ V r₀ ≤ E) ∧ E ≤ cellAverage s V := by
  have hs := h.radius_pos
  constructor
  · obtain ⟨r₀, hr₀, hmin⟩ := isCompact_Icc.exists_isMinOn (nonempty_Icc.2 hs.le) h.cont_V
    have hm : ∀ r ∈ Icc 0 s, V r₀ ≤ V r := fun r hr => hmin hr
    refine ⟨r₀, hr₀, hm, ?_⟩
    by_contra hlt
    have hlt' : E < V r₀ := not_le.1 hlt
    -- a potential above E everywhere would give a positive weighted integral
    have hp : 0 < ∫ r in (0 : ℝ)..s, r ^ 2 * (V r - E) * φ r := by
      refine intervalIntegral.integral_pos hs
        (((continuous_pow 2).continuousOn.mul (h.cont_V.sub continuousOn_const)).mul
          h.cont_orbital) (fun r hr => ?_) ⟨s, right_mem_Icc.2 hs.le, ?_⟩
      · have hr' := Ioc_subset_Icc_self hr
        exact mul_nonneg (mul_nonneg (sq_nonneg r) (by linarith [hm r hr'])) (h.pos r hr').le
      · have hs' := right_mem_Icc.2 hs.le
        exact mul_pos (mul_pos (pow_pos hs 2) (by linarith [hm s hs'])) (h.pos s hs')
    exact hp.ne' (orbital_weighted_balance h)
  · have hi : 0 ≤ cellAverage s (fun r => (φ' r / φ r) ^ 2) :=
      mul_nonneg (by positivity)
        (intervalIntegral.integral_nonneg hs.le fun r _ => by positivity)
    linarith [average_sub_energy h]
```

The first half of the statement says that some $r_0\in[0,s]$ satisfies $V(r_0)\le V(r)$ for every $r$ in the cell, and that $V(r_0)\le E$. This is $\min V\le E$, with the minimum attained.

For the lower bound, a continuous function on a closed bounded interval has a minimum, at $r_0$ say. Suppose $E<V(r_0)$. Then $r^2(V-E)\varphi$ is nonnegative on the cell and strictly positive at $r=s$, so its integral is positive. That contradicts `orbital_weighted_balance`.

For the upper bound, the gap $\langle V\rangle-E$ is the average of a square, hence nonnegative.

For a continuous potential, $E$ can be found numerically by integrating the radial equation outward at a trial energy and adjusting that energy until the nodeless solution has zero slope at $s$. In terms of $u=r\varphi$ the condition reads $u'(s)=u(s)/s$. Up to discretisation error, the two bounds bracket the search, and the gap formula gives a test of the converged orbital. A valence orbital with core nodes, such as the 3s orbital of sodium in the full atomic potential, is outside these theorems.

```lean
/-- The energy equals the averaged potential exactly when the potential is constant and equal
to the energy throughout the cell. -/
theorem energy_eq_average_iff (h : BandBottom s E V φ φ') :
    E = cellAverage s V ↔ ∀ r ∈ Icc 0 s, V r = E := by
  have hs := h.radius_pos
  have hd := average_sub_energy h
  constructor
  · intro hE
    -- the slope vanishes inside the cell
    have hz : ∀ r ∈ Ioo 0 s, φ' r = 0 := by
      intro r hr
      by_contra hne
      have hr' := Ioo_subset_Icc_self hr
      have hq : 0 < (φ' r / φ r) ^ 2 :=
        sq_pos_of_ne_zero (div_ne_zero hne (h.pos r hr').ne')
      have hp : 0 < ∫ x in (0 : ℝ)..s, x ^ 2 * (φ' x / φ x) ^ 2 :=
        intervalIntegral.integral_pos hs (continuousOn_logDeriv_sq h)
          (fun x _ => by positivity) ⟨r, hr', mul_pos (pow_pos hr.1 2) hq⟩
      have e : (fun x => (φ' x / φ x) ^ 2 * x ^ 2) = fun x => x ^ 2 * (φ' x / φ x) ^ 2 := by
        funext x; ring
      unfold cellAverage at hd hE
      rw [e] at hd
      have hp' := mul_pos (show 0 < 3 / s ^ 3 by positivity) hp
      linarith
    -- hence the radial equation forces V = E there
    have hV : EqOn V (fun _ => E) (Ioo 0 s) := by
      intro r hr
      have h0 : HasDerivAt (fun x => x ^ 2 * φ' x) 0 r :=
        (hasDerivAt_const r (0 : ℝ)).congr_of_eventuallyEq (by
          filter_upwards [Ioo_mem_nhds hr.1 hr.2] with x hx
          simp [hz x hx])
      have h1 := (mul_eq_zero.mp ((h.radial r hr).unique h0)).resolve_right
        (h.pos r (Ioo_subset_Icc_self hr)).ne'
      have h2 := (mul_eq_zero.mp h1).resolve_left (pow_ne_zero 2 hr.1.ne')
      exact sub_eq_zero.mp h2
    exact hV.of_subset_closure h.cont_V continuousOn_const Ioo_subset_Icc_self
      (by rw [closure_Ioo hs.ne])
  · intro hV
    have hz : ∫ r in (0 : ℝ)..s, V r * r ^ 2 = ∫ r in (0 : ℝ)..s, E * r ^ 2 := by
      apply intervalIntegral.integral_congr
      intro r hr
      rw [uIcc_of_le hs.le] at hr
      simp only [hV r hr]
    have hi : ∫ r in (0 : ℝ)..s, E * r ^ 2 = E * (s ^ 3 / 3) := by
      rw [intervalIntegral.integral_const_mul, integral_pow]
      norm_num
    have hs3 : 3 / s ^ 3 * (s ^ 3 / 3) = 1 := by field_simp
    unfold cellAverage
    rw [hz, hi]
    linear_combination -E * hs3
```

The upper bound is an equality exactly when $V=E$ throughout the cell. A non-constant potential therefore has $E<\langle V\rangle$.

Suppose $E=\langle V\rangle$. The average of $(\varphi'/\varphi)^2$ is then zero. If $\varphi'$ were nonzero at some interior point, the continuous integrand $r^2(\varphi'/\varphi)^2$ would have a positive integral, so $\varphi'=0$ on $(0,s)$; this is `hz`. The flux is then constant, and the radial equation reduces to $0=r^2(V-E)\varphi$. As $r^2$ and $\varphi$ are nonzero, $V=E$ inside the cell; this is `hV`. Continuity extends the equality to both endpoints.

Conversely, if $V=E$ everywhere, the average of $V$ is $E$.

```lean
/-- On the unit sphere the orbital `2 + 2r² - r⁴` is a band-bottom orbital of energy `E` for the
potential `E + (12 - 20r²)/(2 + 2r² - r⁴)`. -/
theorem bandBottom_witness (E : ℝ) :
    BandBottom 1 E (fun r => E + (12 - 20 * r ^ 2) / (2 + (2 * r ^ 2 - r ^ 4)))
      (fun r => 2 + (2 * r ^ 2 - r ^ 4)) (fun r => 4 * r - 4 * r ^ 3) := by
  have hpos : ∀ r ∈ Icc (0 : ℝ) 1, 0 < 2 + (2 * r ^ 2 - r ^ 4) := by
    intro r hr
    have h2 : r ^ 2 ≤ 1 := pow_le_one₀ hr.1 hr.2
    nlinarith [sq_nonneg r, mul_nonneg (sq_nonneg r) (sub_nonneg.2 h2)]
  refine ⟨one_pos, ?_, by fun_prop, by fun_prop, hpos, ?_, ?_, by norm_num⟩
  · exact continuousOn_const.add (ContinuousOn.div (by fun_prop) (by fun_prop)
      fun r hr => (hpos r hr).ne')
  · intro r _
    refine ((((hasDerivAt_pow 2 r).const_mul 2).fun_sub
      (hasDerivAt_pow 4 r)).const_add 2).congr_deriv ?_
    simp only [Nat.cast_ofNat, Nat.reduceSub, pow_one]
    ring
  · intro r hr
    have hφ := (hpos r (Ioo_subset_Icc_self hr)).ne'
    have e : r ^ 2 * (E + (12 - 20 * r ^ 2) / (2 + (2 * r ^ 2 - r ^ 4)) - E) *
        (2 + (2 * r ^ 2 - r ^ 4)) = r ^ 2 * (12 - 20 * r ^ 2) := by
      rw [add_sub_cancel_left, mul_assoc, div_mul_cancel₀ _ hφ]
    refine ((hasDerivAt_pow 2 r).fun_mul (((hasDerivAt_id' r).const_mul 4).fun_sub
      ((hasDerivAt_pow 3 r).const_mul 4))).congr_deriv (Eq.trans ?_ e.symm)
    simp only [Nat.cast_ofNat, Nat.reduceSub, pow_one]
    ring

end

end WignerSeitzBandBottom
```

This explicit example satisfies every hypothesis with a non-constant potential. For $s=1$ and any $E$, take

$$\varphi=2+2r^2-r^4,\qquad \varphi'=4r-4r^3 .$$

Then $\varphi=2+r^2(2-r^2)\ge 2$ on $[0,1]$, and $\varphi'(1)=0$. The flux is $4r^3-4r^5$, with derivative $r^2(12-20r^2)$, so the radial equation holds with

$$V=E+\frac{12-20r^2}{2+2r^2-r^4}.$$

This potential equals $E+6$ at the centre and $E-8/3$ at the surface. The proof checks positivity, continuity, the two derivatives and the boundary value in turn.

```lean
#print axioms WignerSeitzBandBottom.band_bottom_bounds
-- 'WignerSeitzBandBottom.band_bottom_bounds' depends on axioms: [propext, Classical.choice, Quot.sound]
#print axioms WignerSeitzBandBottom.energy_eq_average_iff
-- 'WignerSeitzBandBottom.energy_eq_average_iff' depends on axioms: [propext, Classical.choice, Quot.sound]
```
